# A lower bound on the number of distinct ±1 configurations whose small-cluster averages vanish

A search for a few ordered structures that together imitate a random alloy can be run at a size where no such set exists, and its failure then looks like a fault of the search. In a random binary alloy of equal composition, with independently occupied sites, every nonempty cluster of spins averages to zero. The problems below bound from below the number of distinct, equally weighted configurations that reproduce these zeros for all clusters of at most $2t$ sites.

Let $\sigma_i=\pm1$ name the species on site $i$ of $n$ sites. For a cluster $S$ of sites and a nonempty set $X$ of $M$ configurations, put
$$\Phi_S(\sigma)=\prod_{i\in S}\sigma_i,\qquad \langle f\rangle_X=\frac1M\sum_{\sigma\in X}f(\sigma),\qquad \Phi_\emptyset=1.$$

In Lean, `ι` is the type of sites and `ℤˣ` consists of the integers $\pm1$. Since `X` is a `Finset`, its members are distinct. `clusterFn S σ` is $\Phi_S(\sigma)$, and `correlation X S` is the plain average $\langle\Phi_S\rangle_X$, with no product of means subtracted. `IsUncorrelated X k` says that this average vanishes for every nonempty $S$ with at most $k$ sites.

The sites carry labels but no lattice symmetry. Alloy practice often matches only averages over symmetry-equivalent clusters, which is a weaker condition than the one assumed here.

```lean
import Mathlib

open Finset

namespace SmallStructureSets

noncomputable section

variable {ι : Type*}

/-- The cluster function of a set `S` of sites: the product of the spins `±1` on `S`. -/
def clusterFn (S : Finset ι) (σ : ι → ℤˣ) : ℝ := ∏ i ∈ S, ((σ i : ℤ) : ℝ)

/-- The correlation of the cluster `S`: the equal-weight average of its cluster function over
a nonempty finite set `X` of configurations. -/
def correlation (X : Finset (ι → ℤˣ)) (S : Finset ι) : ℝ :=
  (∑ σ ∈ X, clusterFn S σ) / (X.card : ℝ)

/-- All correlations of nonempty clusters with at most `k` sites vanish on `X`. -/
def IsUncorrelated (X : Finset (ι → ℤˣ)) (k : ℕ) : Prop :=
  ∀ S : Finset ι, S.Nonempty → S.card ≤ k → correlation X S = 0

/-- The clusters with at most `t` sites, the empty cluster included. -/
def smallClusters (ι : Type*) [Fintype ι] (t : ℕ) : Finset (Finset ι) :=
  Finset.univ.filter (fun S => S.card ≤ t)
```

## (a) Counting the small clusters

Show that the number of clusters with at most $t$ sites, the empty one included, is
$$N_t=\sum_{j=0}^{t}\binom nj .$$

Sort the clusters by size. There are $\binom nj$ with exactly $j$ sites, and none if $j>n$. Lean sorts with `card_eq_sum_card_fiberwise`, and `hfib` identifies each class with the $j$-element subsets.

```lean
variable [Fintype ι]

/-- On `n` sites there are `∑ j ≤ t, choose n j` clusters with at most `t` sites. -/
theorem card_smallClusters (t : ℕ) :
    (smallClusters ι t).card = ∑ j ∈ range (t + 1), (Fintype.card ι).choose j := by
  have hmap : ∀ S ∈ smallClusters ι t, S.card ∈ range (t + 1) := by
    intro S hS
    have h : S.card ≤ t := (Finset.mem_filter.1 hS).2
    exact Finset.mem_range.2 (by omega)
  rw [Finset.card_eq_sum_card_fiberwise hmap]
  refine Finset.sum_congr rfl fun j hj => ?_
  have hj' := Finset.mem_range.1 hj
  -- the clusters with exactly `j` sites
  have hfib : (smallClusters ι t).filter (fun S => S.card = j)
      = Finset.powersetCard j Finset.univ := by
    ext S
    simp only [smallClusters, Finset.mem_filter, Finset.mem_univ, true_and,
      Finset.mem_powersetCard, Finset.subset_univ]
    omega
  rw [hfib, Finset.card_powersetCard, Finset.card_univ]
```

## (b) Multiplying two cluster functions

Let $S\triangle T$ be the set of sites in exactly one of $S$ and $T$. Show that
$$\Phi_S\Phi_T=\Phi_{S\triangle T}.$$

A site in both clusters contributes $\sigma_i^2=1$, a site in exactly one contributes $\sigma_i$, and any other site contributes 1. The step `key` extends each product over all sites, with factor 1 outside the cluster. The cases are then checked site by site.

```lean
variable [DecidableEq ι] {X : Finset (ι → ℤˣ)} {t : ℕ}

/-- The product of two cluster functions is the cluster function of the sites that belong to
exactly one of the two clusters. -/
theorem clusterFn_mul (S T : Finset ι) (σ : ι → ℤˣ) :
    clusterFn S σ * clusterFn T σ = clusterFn (symmDiff S T) σ := by
  have key : ∀ U : Finset ι,
      clusterFn U σ = ∏ i, if i ∈ U then ((σ i : ℤ) : ℝ) else 1 := by
    intro U
    simp [clusterFn, Finset.prod_ite_mem]
  rw [key S, key T, key (symmDiff S T), ← Finset.prod_mul_distrib]
  refine Finset.prod_congr rfl fun i _ => ?_
  -- a spin shared by both clusters squares to one
  rcases Int.units_eq_one_or (σ i) with h | h <;> by_cases hS : i ∈ S <;>
    by_cases hT : i ∈ T <;> simp [h, hS, hT, Finset.mem_symmDiff]
```

## (c) Orthogonality on the set

Suppose all nonempty clusters of at most $2t$ sites average to zero on $X$. For $|S|,|T|\le t$, show that
$$\sum_{\sigma\in X}\Phi_S(\sigma)\Phi_T(\sigma)=M\,\delta_{ST},\qquad\text{that is,}\quad\langle\Phi_S\Phi_T\rangle_X=\delta_{ST}.$$

By (b), the summand is $\Phi_{S\triangle T}$. If $S=T$, it equals 1 and the sum is $M$. If $S\ne T$, then $S\triangle T$ is nonempty and has at most $|S|+|T|\le2t$ sites, so its average vanishes, and with it the sum. `split_ifs` separates the two cases, and `hcard` is the size estimate. The last line treats empty `X`, where Lean's division by zero makes every correlation zero; the later theorems therefore assume `X.Nonempty` where they need it.

```lean
/-- If all correlations of nonempty clusters up to `2t` sites vanish on `X`, the cluster functions
of clusters with at most `t` sites are orthogonal on `X`, each with squared norm `|X|`. -/
theorem clusterFn_orthogonal (h : IsUncorrelated X (2 * t)) {S T : Finset ι}
    (hS : S.card ≤ t) (hT : T.card ≤ t) :
    ∑ σ ∈ X, clusterFn S σ * clusterFn T σ = if S = T then (X.card : ℝ) else 0 := by
  split_ifs with e
  · subst e
    simp only [clusterFn_mul, symmDiff_self, Finset.bot_eq_empty]
    simp [clusterFn]
  · have hne : (symmDiff S T).Nonempty :=
      Finset.nonempty_iff_ne_empty.2 fun h0 => e (symmDiff_eq_bot.1 h0)
    have hsub : symmDiff S T ⊆ S ∪ T := by
      intro i hi
      rw [Finset.mem_symmDiff] at hi
      rw [Finset.mem_union]
      tauto
    have hcard : (symmDiff S T).card ≤ 2 * t := by
      have h1 := Finset.card_le_card hsub
      have h2 := Finset.card_union_le S T
      omega
    simp_rw [clusterFn_mul]
    rcases div_eq_zero_iff.1 (h _ hne hcard) with h0 | h0
    · exact h0
    · rw [Finset.card_eq_zero.1 (Nat.cast_eq_zero.1 h0), Finset.sum_empty]
```

## (d) Recovering a coefficient

Under the same assumption, let $J_T$ be real coefficients for the clusters of at most $t$ sites. For $|S|\le t$, show that
$$\sum_{\sigma\in X}\Big(\sum_{|T|\le t}J_T\Phi_T(\sigma)\Big)\Phi_S(\sigma)=M J_S .$$

Exchange the sums:
$$\sum_{|T|\le t}J_T\sum_{\sigma\in X}\Phi_T(\sigma)\Phi_S(\sigma)=\sum_{|T|\le t}J_T\,M\delta_{TS}=MJ_S.$$
The `calc` block does the same, with `sum_eq_single` keeping the term $T=S$.

```lean
/-- If all correlations of nonempty clusters up to `2t` sites vanish on `X`, projecting a cluster
expansion truncated at `t` sites on one of its cluster functions gives the coefficient of that
cluster times `|X|`. -/
theorem expansion_projection (h : IsUncorrelated X (2 * t))
    (J : smallClusters ι t → ℝ) (S : smallClusters ι t) :
    ∑ σ ∈ X, (∑ T, J T * clusterFn T.1 σ) * clusterFn S.1 σ = J S * (X.card : ℝ) := by
  have hc : ∀ T : smallClusters ι t, T.1.card ≤ t := fun T => (Finset.mem_filter.1 T.2).2
  calc ∑ σ ∈ X, (∑ T, J T * clusterFn T.1 σ) * clusterFn S.1 σ
      = ∑ T, J T * ∑ σ ∈ X, clusterFn T.1 σ * clusterFn S.1 σ := by
        simp_rw [Finset.sum_mul, Finset.mul_sum, mul_assoc]
        exact Finset.sum_comm
    _ = J S * (X.card : ℝ) := by
        rw [Finset.sum_eq_single S]
        · rw [clusterFn_orthogonal h (hc S) (hc S), if_pos rfl]
        · intro T _ hTS
          rw [clusterFn_orthogonal h (hc T) (hc S),
            if_neg (fun e => hTS (Subtype.ext e)), mul_zero]
        · intro hS
          exact absurd (Finset.mem_univ S) hS
```

## (e) Linear independence

For nonempty $X$, show that
$$\sum_{|T|\le t}g_T\Phi_T(\sigma)=0\ \text{ for all }\sigma\in X\quad\Longrightarrow\quad g_S=0\ \text{ for all }|S|\le t.$$

Multiply by $\Phi_S(\sigma)$ and sum over $X$. By (d), $Mg_S=0$, and $M>0$. In Lean, `hz` is the assumed relation and `h0` the projected one. The functions live on $X$ alone, which makes the statement stronger than independence on all $2^n$ configurations.

```lean
/-- If `X` is nonempty and all its correlations of nonempty clusters up to `2t` sites vanish, the
cluster functions of clusters with at most `t` sites are linearly independent as functions on `X`.
-/
theorem clusterFn_linearIndependent (hX : X.Nonempty) (h : IsUncorrelated X (2 * t)) :
    LinearIndependent ℝ (fun (S : smallClusters ι t) (σ : X) => clusterFn S.1 σ.1) := by
  rw [Fintype.linearIndependent_iff]
  intro g hg S
  have hz : ∀ σ ∈ X, ∑ T, g T * clusterFn T.1 σ = 0 := by
    intro σ hσ
    have h1 := congrFun hg ⟨σ, hσ⟩
    simpa only [Finset.sum_apply, Pi.smul_apply, smul_eq_mul, Pi.zero_apply] using h1
  have h0 : g S * (X.card : ℝ) = 0 := by
    rw [← expansion_projection h g S]
    exact Finset.sum_eq_zero fun σ hσ => by rw [hz σ hσ, zero_mul]
  exact (mul_eq_zero.1 h0).resolve_right (Nat.cast_ne_zero.2 hX.card_pos.ne')
```

## (f) A lower bound on the number of structures

Conclude that
$$M\ \ge\ \sum_{j=0}^{t}\binom nj .$$

The real functions on $X$ form a space of dimension $M$, which by (e) contains $N_t$ independent members. Lean compares the two numbers through `fintype_card_le_finrank` and inserts (a). No relation between $t$ and $n$ is assumed. The bound is not always attained: for $n=2$ and $t=1$ it equals 3, but vanishing site and pair averages require all four configurations.

For electronic-structure calculations on alloys, this limits how few ordered cells can imitate randomness, provided they are distinct, equally weighted two-species configurations on the same $n$ labelled sites, and every nonempty labelled cluster of at most $2t$ sites is required to average to zero separately. For $t=1$, making every site average and every pair average vanish takes at least $n+1$ of them. If only averages over symmetry-equivalent clusters are matched, the bound need not hold.

```lean
/-- A nonempty set of distinct configurations of `n` spins on which every nonempty cluster of at
most `2t` sites averages to zero has at least `∑ j ≤ t, choose n j` members. -/
theorem card_lower_bound (hX : X.Nonempty) (h : IsUncorrelated X (2 * t)) :
    ∑ j ∈ range (t + 1), (Fintype.card ι).choose j ≤ X.card := by
  -- independent functions on `X` cannot outnumber the points of `X`
  have hle := (clusterFn_linearIndependent hX h).fintype_card_le_finrank
  rwa [Module.finrank_fintype_fun_eq_card, Fintype.card_coe, Fintype.card_coe,
    card_smallClusters] at hle
```

## (g) Exact expansion when the bound is attained

Suppose $M$ equals the bound. For any energy function $E$ and any $\sigma\in X$, show that
$$E(\sigma)=\sum_{|S|\le t}\langle E\,\Phi_S\rangle_X\,\Phi_S(\sigma).$$

Now $M$ independent functions span the $M$-dimensional space, so $E=\sum_T c_T\Phi_T$ on $X$. By (d), $\langle E\Phi_S\rangle_X=c_S$. In Lean, `hspan` gives the spanning, `hE` the expansion and `hS` the projection. The equality concerns members of $X$ only; it makes no prediction for other configurations.

```lean
/-- If a nonempty `X` on which all correlations of nonempty clusters up to `2t` sites vanish attains
the lower bound, every energy function equals on `X` its cluster expansion truncated at `t` sites,
the coefficients being the averages over `X` of energy times cluster function. -/
theorem exact_expansion_of_card_eq (hX : X.Nonempty) (h : IsUncorrelated X (2 * t))
    (hM : X.card = ∑ j ∈ range (t + 1), (Fintype.card ι).choose j)
    (E : (ι → ℤˣ) → ℝ) {σ : ι → ℤˣ} (hσ : σ ∈ X) :
    E σ = ∑ S ∈ smallClusters ι t,
      ((∑ τ ∈ X, E τ * clusterFn S τ) / (X.card : ℝ)) * clusterFn S σ := by
  have hM0 : (X.card : ℝ) ≠ 0 := Nat.cast_ne_zero.2 hX.card_pos.ne'
  -- as many independent functions as points: they span all functions on `X`
  have hspan := (clusterFn_linearIndependent hX h).span_eq_top_of_card_eq_finrank' (by
    rw [Module.finrank_fintype_fun_eq_card, Fintype.card_coe, Fintype.card_coe,
      card_smallClusters, hM])
  have hmem : (fun τ : X => E τ.1) ∈ Submodule.span ℝ
      (Set.range (fun (S : smallClusters ι t) (τ : X) => clusterFn S.1 τ.1)) := by
    rw [hspan]
    exact Submodule.mem_top
  obtain ⟨c, hc⟩ := (Submodule.mem_span_range_iff_exists_fun ℝ).1 hmem
  have hE : ∀ τ ∈ X, E τ = ∑ T, c T * clusterFn T.1 τ := by
    intro τ hτ
    have h1 := congrFun hc ⟨τ, hτ⟩
    simp only [Finset.sum_apply, Pi.smul_apply, smul_eq_mul] at h1
    exact h1.symm
  refine (hE σ hσ).trans ?_
  rw [← Finset.sum_coe_sort (smallClusters ι t)]
  refine Finset.sum_congr rfl fun S _ => ?_
  -- the coefficients follow by projection
  have hS : ∑ τ ∈ X, E τ * clusterFn S.1 τ = c S * (X.card : ℝ) := by
    rw [← expansion_projection h c S]
    exact Finset.sum_congr rfl fun τ hτ => by rw [hE τ hτ]
  rw [hS, mul_div_cancel_right₀ _ hM0]
```

## (h) Four structures on three sites

Take the four configurations of three spins with $\sigma_1\sigma_2\sigma_3=+1$. Show that
$$\langle\sigma_i\rangle_X=0,\qquad\langle\sigma_i\sigma_j\rangle_X=0\ (i\ne j),\qquad 4=\binom30+\binom31 .$$

Each spin is $+1$ twice and $-1$ twice, so the point averages vanish. If $k$ is the third site, then $\sigma_i\sigma_j=\sigma_k$, so the pair averages vanish too. The bound is thus attained for $n=3$, $t=1$. Lean numbers the sites from 0, evaluates the integer sums with `decide +kernel`, and carries them over to the reals.

```lean
/-- The four configurations of three spins whose product is `+1`. -/
def evenTriples : Finset (Fin 3 → ℤˣ) :=
  {![1, 1, 1], ![1, -1, -1], ![-1, 1, -1], ![-1, -1, 1]}

/-- On the four configurations of three spins with product `+1`, all point and pair correlations
vanish, and their number equals the lower bound for `t = 1`. -/
theorem evenTriples_witness :
    IsUncorrelated evenTriples (2 * 1) ∧
      evenTriples.card = ∑ j ∈ range (1 + 1), (Fintype.card (Fin 3)).choose j := by
  constructor
  · -- the sums are integers and can be checked cluster by cluster
    have hint : ∀ S : Finset (Fin 3), S.Nonempty → S.card ≤ 2 * 1 →
        ∑ σ ∈ evenTriples, ∏ i ∈ S, (σ i : ℤ) = 0 := by
      decide +kernel
    intro S hS hcard
    have h0 : ∑ σ ∈ evenTriples, clusterFn S σ = 0 := by
      unfold clusterFn
      exact_mod_cast hint S hS hcard
    rw [correlation, h0, zero_div]
  · decide +kernel

end

end SmallStructureSets
```

```lean
#print axioms SmallStructureSets.card_lower_bound
#print axioms SmallStructureSets.exact_expansion_of_card_eq
```

```
'SmallStructureSets.card_lower_bound' depends on axioms: [propext, Classical.choice, Quot.sound]
'SmallStructureSets.exact_expansion_of_card_eq' depends on axioms: [propext, Classical.choice, Quot.sound]
```
